# The impact-ionization threshold Eg(2m + M)/(m + M) for parabolic bands

## Carriers, energies and units

Momenta are vectors in a real inner product space V, for example ℝᵈ, and ħ = 1. Conduction electrons have effective mass m > 0, holes have effective mass M > 0, and the gap is Eg > 0. Both bands are parabolic and isotropic, with their extrema at the same crystal momentum, which is taken as the origin. A carrier of mass μ and momentum p has kinetic energy

‖p‖²/(2μ).

Electron energies are counted upward from the conduction-band minimum, and hole energies downward from the valence-band maximum.

In impact ionization, a conduction electron of momentum k lifts a valence electron across the gap. Two conduction electrons with momenta k₁ and k₂ are left, together with a hole of momentum k₃. The valence electron had momentum −k₃ before the collision, so the conservation laws read

k₁ + k₂ + k₃ = k,

‖k‖²/(2m) = Eg + ‖k₁‖²/(2m) + ‖k₂‖²/(2m) + ‖k₃‖²/(2M).

Write E = ‖k‖²/(2m) for the energy of the primary electron and S = 2m + M for the total mass of the products.

## The threshold and its formal reading

Momenta k₁, k₂, k₃ satisfying both laws exist if and only if E ≥ Eth, where

Eth = Eg(2m + M)/(m + M).

An energy equal to the gap is therefore not enough: the products must carry the momentum k, and this costs kinetic energy.

In the Lean file, `kinetic m k` is the kinetic energy, and the proposition `ImpactIonization m M Eg k k₁ k₂ k₃` has the two conservation laws as its fields `momentum` and `energy`. The number Eth is `threshold m M Eg`. The theorem `impactIonization_iff` states the equivalence for each fixed k, with the formula for Eth written out. Positivity of m, M and Eg is assumed: the masses describe an electron-like conduction band and a hole-like valence band, and a positive gap makes the material a semiconductor or insulator.

The space V is arbitrary, so every dimension is covered. In dimension zero the only momentum is k = 0, and both sides of the equivalence are false. The theorem `threshold_isLeast` calls Eth the least energy of an ionizing electron and needs `Nontrivial V`, that is, a nonzero vector, because some electron must be able to have that energy.

The model contains only kinematics. It has no matrix elements, rates, phonons, umklapp processes or binding between the products. It also has no spin and no exclusion principle; at threshold the two final electrons have equal momenta, which for electrons in a single spin-degenerate band requires opposite spins.

In the GW approximation, decay into an electron and an additional electron–hole pair contributes to the decay rate of a conduction electron; for two parabolic bands and non-interacting products, this channel is closed by the conservation laws when E < Eth.

## Separating the centre of mass

Let K = k₁ + k₂ + k₃. The kinetic energy of the products splits as

‖k₁‖²/(2m) + ‖k₂‖²/(2m) + ‖k₃‖²/(2M) = ‖K‖²/(2S) + R,

where the energy of relative motion is

R = [‖k₁ − k₂‖² + (‖Mk₁ − mk₃‖² + ‖Mk₂ − mk₃‖²)/(mM)]/(2S).

To check this, multiply by 2S and compare coefficients in

S(‖k₁‖²/m + ‖k₂‖²/m + ‖k₃‖²/M) − ‖K‖².

The coefficient of ‖k₁‖² is S/m − 1 = 1 + M/m, and the same holds for ‖k₂‖². The coefficient of ‖k₃‖² is S/M − 1 = 2m/M. Each of the inner products k₁·k₂, k₁·k₃ and k₂·k₃ has coefficient −2. Expanding the squares in R gives the same numbers. Since R is a sum of squares with positive weights, R ≥ 0.

## Energy left for relative motion

Momentum conservation gives K = k. After the gap and the centre-of-mass motion have been paid for, the remaining energy is

x = ‖k‖²/(2m) − ‖k‖²/(2S) − Eg.

Because ‖k‖²/(2S) = (m/S)E and 1 − m/S = (m + M)/S,

x = ((m + M)/S)E − Eg = ((m + M)/S)(E − Eth).

Thus x has the same sign as E − Eth.

**Necessity.** If the process is allowed, energy conservation and the decomposition give x = R ≥ 0. Hence E ≥ Eth.

**Sufficiency.** Suppose E ≥ Eth. Then x ≥ 0, and k ≠ 0 because Eth > 0. Choose a real t with

t² = mx/‖k‖²

and set

k₁ = (m/S + t)k, k₂ = (m/S − t)k, k₃ = (M/S)k.

The coefficients add up to (2m + M)/S = 1, so momentum is conserved. In the kinetic energy the terms linear in t cancel, which leaves

‖k‖²(m/S² + M/(2S²)) + t²‖k‖²/m = ‖k‖²/(2S) + x.

By the definition of x this equals E − Eg, which is energy conservation. All the momenta lie along k, so one dimension is enough.

If V contains a nonzero vector, it can be rescaled to length √(2mEth). An electron with this momentum has energy Eth and can ionize, so the threshold is attained.

## Momenta at threshold

At E = Eth we have x = 0, hence R = 0, and every square in R vanishes. This gives k₁ = k₂ and Mk₁ = mk₃. Then

mk = mk₁ + mk₂ + mk₃ = (2m + M)k₁,

and therefore

k₁ = k₂ = (m/S)k, k₃ = k − 2k₁ = (M/S)k.

The final momenta are unique, and all three carriers move with the common velocity k/S.

## Equal masses and extreme mass ratios

The threshold can be written as

Eth = Eg(1 + m/(m + M)).

The fraction lies strictly between 0 and 1, so Eg < Eth < 2Eg. For M = m it is 1/2, and Eth = 3Eg/2.

The two bounds correspond to limits of the mass ratio. As M/m → ∞, Eth tends to Eg: a very heavy hole takes up the momentum at almost no cost in energy. As M/m → 0, Eth tends to 2Eg: the hole carries almost no momentum at threshold, the electrons take k/2 each, and their kinetic energy is half of E, which leaves E/2 for the gap.

## The Lean file

```lean
import Mathlib

open scoped InnerProductSpace

namespace ImpactIonizationThreshold

noncomputable section

variable {V : Type*} [NormedAddCommGroup V] [InnerProductSpace ℝ V]

/-- Kinetic energy of a carrier of effective mass `m` and momentum `k` in a parabolic band
(units with `ħ = 1`). -/
def kinetic (m : ℝ) (k : V) : ℝ := ‖k‖ ^ 2 / (2 * m)

/-- An electron of momentum `k` turns into two electrons `k₁`, `k₂` and a hole `k₃` across the
gap `Eg`, with momentum and energy conserved. -/
structure ImpactIonization (m M Eg : ℝ) (k k₁ k₂ k₃ : V) : Prop where
  momentum : k₁ + k₂ + k₃ = k
  energy : kinetic m k = Eg + kinetic m k₁ + kinetic m k₂ + kinetic M k₃

/-- The threshold energy for electron mass `m`, hole mass `M` and gap `Eg`. -/
def threshold (m M Eg : ℝ) : ℝ := Eg * (2 * m + M) / (m + M)

/-- Kinetic energy of the relative motion of two electrons and a hole. -/
def relativeEnergy (m M : ℝ) (k₁ k₂ k₃ : V) : ℝ :=
  (‖k₁ - k₂‖ ^ 2 + (‖M • k₁ - m • k₃‖ ^ 2 + ‖M • k₂ - m • k₃‖ ^ 2) / (m * M))
    / (2 * (2 * m + M))

/-- The squared length of a difference of two scaled momenta. -/
lemma norm_sq_smul_sub (a b : ℝ) (x y : V) :
    ‖a • x - b • y‖ ^ 2 = a ^ 2 * ‖x‖ ^ 2 - 2 * (a * b * ⟪x, y⟫_ℝ) + b ^ 2 * ‖y‖ ^ 2 := by
  rw [norm_sub_sq_real]
  simp only [norm_smul, mul_pow, Real.norm_eq_abs, sq_abs, real_inner_smul_left,
    real_inner_smul_right]
  ring

/-- The kinetic energy of two electrons and a hole is that of their centre of mass plus that of
their relative motion. -/
theorem kinetic_decomposition {m M : ℝ} (hm : 0 < m) (hM : 0 < M) (k₁ k₂ k₃ : V) :
    kinetic m k₁ + kinetic m k₂ + kinetic M k₃
      = kinetic (2 * m + M) (k₁ + k₂ + k₃) + relativeEnergy m M k₁ k₂ k₃ := by
  have hS : 2 * m + M ≠ 0 := by positivity
  have hsum : ‖k₁ + k₂ + k₃‖ ^ 2 = ‖k₁‖ ^ 2 + ‖k₂‖ ^ 2 + ‖k₃‖ ^ 2
      + 2 * (⟪k₁, k₂⟫_ℝ + ⟪k₁, k₃⟫_ℝ + ⟪k₂, k₃⟫_ℝ) := by
    rw [norm_add_sq_real, norm_add_sq_real, inner_add_left]
    ring
  unfold kinetic relativeEnergy
  rw [hsum, norm_sq_smul_sub, norm_sq_smul_sub, norm_sub_sq_real]
  field_simp
  ring

omit [InnerProductSpace ℝ V] in
/-- The energy left after paying for the gap and the centre-of-mass motion is proportional to the
primary electron's energy minus the threshold energy. -/
theorem excess_energy {m M : ℝ} (hm : 0 < m) (hM : 0 < M) (Eg : ℝ) (k : V) :
    kinetic m k - kinetic (2 * m + M) k - Eg
      = (m + M) / (2 * m + M) * (kinetic m k - threshold m M Eg) := by
  have hS : 2 * m + M ≠ 0 := by positivity
  have hT : m + M ≠ 0 := by positivity
  unfold kinetic threshold
  field_simp
  ring

/-- Impact ionization by an electron of momentum `k` is allowed by momentum and energy
conservation exactly when its kinetic energy is at least `Eg (2m + M) / (m + M)`. -/
theorem impactIonization_iff {m M Eg : ℝ} (hm : 0 < m) (hM : 0 < M) (hE : 0 < Eg) (k : V) :
    (∃ k₁ k₂ k₃ : V, ImpactIonization m M Eg k k₁ k₂ k₃) ↔
      Eg * (2 * m + M) / (m + M) ≤ kinetic m k := by
  have hc : 0 < (m + M) / (2 * m + M) := by positivity
  have hex := excess_energy hm hM Eg k
  change _ ↔ threshold m M Eg ≤ kinetic m k
  constructor
  · rintro ⟨k₁, k₂, k₃, hp, he⟩
    -- the relative motion cannot carry negative energy
    have hdec := kinetic_decomposition hm hM k₁ k₂ k₃
    rw [hp] at hdec
    have hrel : 0 ≤ relativeEnergy m M k₁ k₂ k₃ := by
      unfold relativeEnergy
      positivity
    have h0 : 0 ≤ (m + M) / (2 * m + M) * (kinetic m k - threshold m M Eg) := by
      rw [← hex]
      linarith
    linarith [(mul_nonneg_iff_of_pos_left hc).1 h0]
  · intro h
    have hT : 0 < threshold m M Eg := by
      unfold threshold
      positivity
    have hN : ‖k‖ ^ 2 ≠ 0 := by
      intro h0
      have hz : kinetic m k = 0 := by
        unfold kinetic
        rw [h0, zero_div]
      linarith
    obtain ⟨x, hx⟩ : ∃ x, x = kinetic m k - kinetic (2 * m + M) k - Eg := ⟨_, rfl⟩
    have hx0 : 0 ≤ x := by
      rw [hx, hex]
      exact mul_nonneg hc.le (by linarith)
    -- opposite extra momenta `± t k` of the two electrons absorb the excess energy
    obtain ⟨t, ht⟩ : ∃ t : ℝ, t ^ 2 = m * x / ‖k‖ ^ 2 :=
      ⟨Real.sqrt (m * x / ‖k‖ ^ 2), Real.sq_sqrt (by positivity)⟩
    have hS : 2 * m + M ≠ 0 := by positivity
    refine ⟨(m / (2 * m + M) + t) • k, (m / (2 * m + M) - t) • k,
      (M / (2 * m + M)) • k, ?_, ?_⟩
    · have h1 : m / (2 * m + M) + t + (m / (2 * m + M) - t) + M / (2 * m + M) = 1 := by
        have h2 : m / (2 * m + M) + m / (2 * m + M) + M / (2 * m + M) = 1 := by
          rw [← add_div, ← add_div, ← two_mul, div_self hS]
        linarith
      rw [← add_smul, ← add_smul, h1, one_smul]
    · have e1 : t ^ 2 * ‖k‖ ^ 2 / m = x := by
        rw [ht, div_mul_cancel₀ _ hN, mul_div_cancel_left₀ _ hm.ne']
      have e2 : (m / (2 * m + M)) ^ 2 * ‖k‖ ^ 2 / m + (M / (2 * m + M)) ^ 2 * ‖k‖ ^ 2 / (2 * M)
          = ‖k‖ ^ 2 / (2 * (2 * m + M)) := by
        field_simp
      have e3 (a : ℝ) : (a + t) ^ 2 * ‖k‖ ^ 2 / (2 * m) + (a - t) ^ 2 * ‖k‖ ^ 2 / (2 * m)
          = a ^ 2 * ‖k‖ ^ 2 / m + t ^ 2 * ‖k‖ ^ 2 / m := by
        ring
      have e4 := e3 (m / (2 * m + M))
      unfold kinetic at hx ⊢
      simp only [norm_smul, mul_pow, Real.norm_eq_abs, sq_abs]
      linarith

/-- In a momentum space of dimension at least one, `threshold m M Eg` is the smallest kinetic
energy of an electron that undergoes impact ionization. -/
theorem threshold_isLeast [Nontrivial V] {m M Eg : ℝ} (hm : 0 < m) (hM : 0 < M) (hE : 0 < Eg) :
    IsLeast {E : ℝ | ∃ k k₁ k₂ k₃ : V, ImpactIonization m M Eg k k₁ k₂ k₃ ∧ kinetic m k = E}
      (threshold m M Eg) := by
  constructor
  · obtain ⟨v, hv⟩ := exists_ne (0 : V)
    have hv' : ‖v‖ ^ 2 ≠ 0 := pow_ne_zero 2 (norm_ne_zero_iff.2 hv)
    have hT : 0 ≤ 2 * m * threshold m M Eg := by
      unfold threshold
      positivity
    -- rescale `v` to the threshold energy
    have hk : kinetic m ((Real.sqrt (2 * m * threshold m M Eg) / ‖v‖) • v)
        = threshold m M Eg := by
      unfold kinetic
      rw [norm_smul, mul_pow, Real.norm_eq_abs, sq_abs, div_pow, Real.sq_sqrt hT,
        div_mul_cancel₀ _ hv', mul_div_cancel_left₀ _ (by positivity)]
    obtain ⟨k₁, k₂, k₃, h⟩ := (impactIonization_iff hm hM hE _).2 hk.ge
    exact ⟨_, k₁, k₂, k₃, h, hk⟩
  · rintro E ⟨k, k₁, k₂, k₃, h, rfl⟩
    exact (impactIonization_iff hm hM hE k).1 ⟨k₁, k₂, k₃, h⟩

/-- At threshold each final carrier takes the share of the total momentum given by its share of
the total mass. -/
theorem momenta_at_threshold {m M Eg : ℝ} (hm : 0 < m) (hM : 0 < M) {k k₁ k₂ k₃ : V}
    (h : ImpactIonization m M Eg k k₁ k₂ k₃) (hk : kinetic m k = threshold m M Eg) :
    k₁ = (m / (2 * m + M)) • k ∧ k₂ = (m / (2 * m + M)) • k ∧ k₃ = (M / (2 * m + M)) • k := by
  obtain ⟨hp, he⟩ := h
  have hS : 2 * m + M ≠ 0 := by positivity
  have hdec := kinetic_decomposition hm hM k₁ k₂ k₃
  have hex := excess_energy hm hM Eg k
  rw [hp] at hdec
  rw [hk, sub_self, mul_zero, ← hk] at hex
  -- no energy is left for relative motion, so all squares vanish
  have hrel : relativeEnergy m M k₁ k₂ k₃ = 0 := by linarith
  unfold relativeEnergy at hrel
  have hnum := (div_eq_zero_iff.1 hrel).resolve_right (by positivity)
  have hA : 0 ≤ ‖k₁ - k₂‖ ^ 2 := by positivity
  have hB : 0 ≤ (‖M • k₁ - m • k₃‖ ^ 2 + ‖M • k₂ - m • k₃‖ ^ 2) / (m * M) := by positivity
  have hA0 : ‖k₁ - k₂‖ ^ 2 = 0 := by linarith
  have hB0 : (‖M • k₁ - m • k₃‖ ^ 2 + ‖M • k₂ - m • k₃‖ ^ 2) / (m * M) = 0 := by linarith
  have hBC := (div_eq_zero_iff.1 hB0).resolve_right (by positivity)
  have hB1 : ‖M • k₁ - m • k₃‖ ^ 2 = 0 := by
    linarith [sq_nonneg ‖M • k₁ - m • k₃‖, sq_nonneg ‖M • k₂ - m • k₃‖]
  have h12 : k₁ = k₂ := sub_eq_zero.1 (norm_eq_zero.1 (pow_eq_zero_iff two_ne_zero |>.1 hA0))
  have h13 : M • k₁ = m • k₃ :=
    sub_eq_zero.1 (norm_eq_zero.1 (pow_eq_zero_iff two_ne_zero |>.1 hB1))
  have hmk : m • k = (2 * m + M) • k₁ := by
    rw [← hp, ← h12]
    linear_combination (norm := module) (-1 : ℝ) • h13
  have h1 : k₁ = (m / (2 * m + M)) • k := by
    rw [div_eq_inv_mul, ← smul_smul, hmk, inv_smul_smul₀ hS]
  have h3 : k₃ = k - k₁ - k₁ := by
    rw [← hp, ← h12]
    abel
  have hfrac : M / (2 * m + M) = 1 - m / (2 * m + M) - m / (2 * m + M) := by
    field_simp
    ring
  refine ⟨h1, h12 ▸ h1, ?_⟩
  rw [hfrac, sub_smul, sub_smul, one_smul, ← h1]
  exact h3

/-- The threshold lies strictly between the gap and twice the gap. -/
theorem threshold_bounds {m M Eg : ℝ} (hm : 0 < m) (hM : 0 < M) (hE : 0 < Eg) :
    Eg < threshold m M Eg ∧ threshold m M Eg < 2 * Eg := by
  have hT : 0 < m + M := by positivity
  unfold threshold
  rw [lt_div_iff₀ hT, div_lt_iff₀ hT]
  constructor <;> nlinarith [mul_pos hE hm, mul_pos hE hM]

/-- For equal electron and hole masses the threshold is three halves of the gap. -/
theorem threshold_equal_masses {m : ℝ} (hm : 0 < m) (Eg : ℝ) :
    threshold m m Eg = 3 * Eg / 2 := by
  have hT : m + m ≠ 0 := by positivity
  unfold threshold
  rw [div_eq_div_iff hT two_ne_zero]
  ring

end

end ImpactIonizationThreshold
```

```lean
#print axioms ImpactIonizationThreshold.impactIonization_iff
#print axioms ImpactIonizationThreshold.threshold_isLeast
#print axioms ImpactIonizationThreshold.threshold_bounds
#print axioms ImpactIonizationThreshold.threshold_equal_masses
```

```
'ImpactIonizationThreshold.impactIonization_iff' depends on axioms: [propext, Classical.choice, Quot.sound]
'ImpactIonizationThreshold.threshold_isLeast' depends on axioms: [propext, Classical.choice, Quot.sound]
'ImpactIonizationThreshold.threshold_bounds' depends on axioms: [propext, Classical.choice, Quot.sound]
'ImpactIonizationThreshold.threshold_equal_masses' depends on axioms: [propext, Classical.choice, Quot.sound]
```

## How the proof follows the algebra

The lemma `norm_sq_smul_sub` expands the squared length of a difference of two scaled momenta. In `kinetic_decomposition`, the fact `hsum` expands the square of the total momentum in the same way. Once both expansions are inserted, `field_simp` clears the masses from the denominators and `ring` compares the coefficients. The theorem `excess_energy` is the formula for x, proved by the same two tactics; it involves only k and none of the final momenta.

In the forward direction of `impactIonization_iff`, the conservation laws are unpacked as `hp` and `he`. Rewriting with `hp` replaces the total momentum by k in the decomposition. The tactic `positivity` shows that the relative energy is nonnegative, and `linarith` combines this with `he` to give x ≥ 0. Since the factor (m + M)/S is positive, it can be removed, and the threshold inequality remains.

In the reverse direction, `hN` records that ‖k‖² ≠ 0, and t is obtained as a square root of mx/‖k‖². The `refine` step supplies the three collinear momenta and leaves the two conservation laws to be proved. For momentum, `h1` says that the coefficients add up to one. For energy, `e1` identifies the contribution of t with x, `e2` evaluates the centre-of-mass part, and `e3` shows the cancellation of the terms linear in t. The last `linarith` adds these identities.

The proof of `threshold_isLeast` has two parts, as the definition of a least element requires. The first rescales a nonzero vector to the threshold energy and applies the reverse direction of the equivalence. The second uses the forward direction to show that no ionizing electron has a lower energy.

In `momenta_at_threshold`, `hrel` states that the relative energy is zero. The nonnegative terms are then separated, which yields `h12`, the equality of the electron momenta, and `h13`, the relation Mk₁ = mk₃. The vector identity mk = Sk₁ is `hmk`; it follows from `h13` by `linear_combination`, with `module` as the normalising tactic. Dividing by S gives k₁, and momentum conservation then gives k₃.

For `threshold_bounds`, multiplying by m + M reduces the two inequalities to Eg·m > 0 and Eg·M > 0, the products supplied to `nlinarith`. The theorem `threshold_equal_masses` clears the denominators and finishes with `ring`; it assumes m > 0, although m ≠ 0 would be enough for the identity, and puts no condition on Eg.
